# Two axial tensors with equal traces and equal traces of their squares, yet not related by any rotation or reflection

The theorem `two_traces_insufficient` concerns two real diagonal tensors in three dimensions, diag(1, 1, −2) and diag(−1, −1, 2). It states that they have the same trace and that their squares have the same trace, but that no real orthogonal matrix R, proper or improper, turns the first into the second by A ↦ R A Rᵀ. So these two numbers do not fix a tensor up to the choice of orthonormal frame. The attempt computes the two pairs of traces directly, then supposes such an R exists and compares the traces of the cubes, which a change of frame must preserve but which are −6 and 6.

The failing Lean file:

```lean
import Mathlib

open Matrix

namespace TwoTracesInsufficient

/-- The tensor `B` is the tensor `A` seen in another orthonormal frame: `B = R A Rᵀ` with
`R` a real orthogonal matrix, proper or improper. -/
def Reoriented {n : ℕ} (A B : Matrix (Fin n) (Fin n) ℝ) : Prop :=
  ∃ R : Matrix (Fin n) (Fin n) ℝ, R * Rᵀ = 1 ∧ B = R * A * Rᵀ

/-- The trace of every power of a tensor is unchanged by an orthogonal change of frame. -/
theorem trace_pow_invariant {n : ℕ} {R : Matrix (Fin n) (Fin n) ℝ} (hR : R * Rᵀ = 1)
    (A : Matrix (Fin n) (Fin n) ℝ) (k : ℕ) :
    trace ((R * A * Rᵀ) ^ k) = trace (A ^ k) := by
  have hR' : Rᵀ * R = 1 := mul_eq_one_comm.mp hR
  -- the inner factors `Rᵀ R` cancel in each power
  have hp : (R * A * Rᵀ) ^ k = R * A ^ k * Rᵀ := by
    induction k with
    | zero => simp [hR]
    | succ k ih =>
      rw [pow_succ (R * A * Rᵀ), ih, pow_succ A]
      calc R * A ^ k * Rᵀ * (R * A * Rᵀ) = R * A ^ k * (Rᵀ * R) * A * Rᵀ := by
            simp only [Matrix.mul_assoc]
        _ = R * (A ^ k * A) * Rᵀ := by
            rw [hR', Matrix.mul_one]
            simp only [Matrix.mul_assoc]
  rw [hp, Matrix.trace_mul_comm, ← Matrix.mul_assoc, hR', Matrix.one_mul]

/-- Two traces are not enough in three dimensions: the axial tensors `diag(1, 1, -2)` and
`diag(-1, -1, 2)` share the first two power traces but are not reorientations of each other. -/
theorem two_traces_insufficient :
    trace (diagonal (n := Fin 3) ![(1 : ℝ), 1, -2]) =
      trace (diagonal (n := Fin 3) ![(-1 : ℝ), -1, 2]) ∧
    trace (diagonal (n := Fin 3) ![(1 : ℝ), 1, -2] ^ 2) =
      trace (diagonal (n := Fin 3) ![(-1 : ℝ), -1, 2] ^ 2) ∧
    ¬ Reoriented (diagonal (n := Fin 3) ![(1 : ℝ), 1, -2])
      (diagonal (n := Fin 3) ![(-1 : ℝ), -1, 2]) := by
  refine ⟨?_, ?_, ?_⟩
  · norm_num [Matrix.trace_diagonal, Fin.sum_univ_three]
  · norm_num [Matrix.diagonal_pow, Matrix.trace_diagonal, Fin.sum_univ_three]
  · rintro ⟨R, hR, hB⟩
    -- the third power traces are `-6` and `6`
    have h := trace_pow_invariant hR (diagonal (n := Fin 3) ![(1 : ℝ), 1, -2]) 3
    rw [← hB, Matrix.diagonal_pow, Matrix.diagonal_pow, Matrix.trace_diagonal,
      Matrix.trace_diagonal] at h
    norm_num [Fin.sum_univ_three] at h

end TwoTracesInsufficient
```

Compiling this gives:

```
Main.lean:40:2: error: unsolved goals
case refine_1
⊢ 2 + ![1, 1, -2] 2 = -2 + ![-1, -1, 2] 2
Main.lean:41:2: error: unsolved goals
case refine_2
⊢ ![1, 1, -2] 2 ^ 2 = ![-1, -1, 2] 2 ^ 2
Main.lean:42:2: error: unsolved goals
case refine_3
R : Matrix (Fin 3) (Fin 3) ℝ
hR : R * Rᵀ = 1
hB : diagonal ![-1, -1, 2] = R * diagonal ![1, 1, -2] * Rᵀ
h : -2 + ![-1, -1, 2] 2 ^ 3 = 2 + ![1, 1, -2] 2 ^ 3
⊢ False
```

What went wrong. All three errors have the same cause: the last diagonal entry is never read off. In each message the entries at indices 0 and 1 have been evaluated, but terms such as `![1, 1, -2] 2` remain. The first two goals therefore stay open, and in the third the hypothesis `h` does not become a numerical contradiction.

`norm_num` uses simp lemmas, which cover indices 0 and 1, but it does not run simp's simplification procedures. The entry at the literal index 2 is read off by one of these, `Matrix.cons_val`, which `simp` runs by default.

The repair therefore calls `simp` in all three places, so that `![1, 1, -2] 2` becomes `-2` and `![-1, -1, 2] 2` becomes `2`. For the traces of the squares this is enough to close the goal. For the plain traces, a following `norm_num` finishes the arithmetic. For the cubes, `norm_num at h` finds that the remaining numerical equation is false, which closes the goal `False`.

The repair, with which the file compiles:

```diff
@@ -38,6 +38,7 @@
       (diagonal (n := Fin 3) ![(-1 : ℝ), -1, 2]) := by
   refine ⟨?_, ?_, ?_⟩
-  · norm_num [Matrix.trace_diagonal, Fin.sum_univ_three]
-  · norm_num [Matrix.diagonal_pow, Matrix.trace_diagonal, Fin.sum_univ_three]
+  · simp [Matrix.trace_diagonal, Fin.sum_univ_three]
+    norm_num
+  · simp [Matrix.diagonal_pow, Matrix.trace_diagonal, Fin.sum_univ_three]
   · rintro ⟨R, hR, hB⟩
     -- the third power traces are `-6` and `6`
@@ -45,5 +46,6 @@
     rw [← hB, Matrix.diagonal_pow, Matrix.diagonal_pow, Matrix.trace_diagonal,
       Matrix.trace_diagonal] at h
-    norm_num [Fin.sum_univ_three] at h
+    simp [Fin.sum_univ_three] at h
+    norm_num at h
 
 end TwoTracesInsufficient
```
